# Single occupancy of a three-state defect peaks at the two-electron level, and the peak vanishes at low temperature exactly when $U<0$

## Can a negative-$U$ center hold one electron?

Take a defect whose states with zero, one and two electrons have energies $0, 1, 0$, the middle one being a spin doublet. At inverse temperature $\beta$ and chemical potential $\mu = 0$ the Boltzmann weights are $1$, $2e^{-\beta}$, $1$, so the probability of one electron is $1/(1+e^{\beta})$, which dies off on cooling. Shifting $\mu$ seems only to favour the empty or the full state. I expect this in general: for energies $E_0, E_1, E_2$, degeneracy $g>0$ of the middle state and $U = E_0+E_2-2E_1$, the single occupancy should be at most $g/(g+2e^{-\beta U/2})$, reached only at $\mu = (E_2-E_0)/2$, and should vanish at low temperature when $U<0$. Can this be made rigorous and machine-checked?

## The occupancy as a hyperbolic cosine

Yes, for $g>0$ and, for the maximum, $\beta>0$. Relative to the empty state the weights are
$$w_0 = 1,\qquad w_1 = g\,e^{-\beta(E_1-E_0-\mu)},\qquad w_2 = e^{-\beta(E_2-E_0-2\mu)},$$
with partition function $Z = w_0+w_1+w_2$ and single-occupancy probability $P_1 = w_1/Z$. Put $\mu^* = (E_2-E_0)/2$ (the two-electron level, at which $w_0=w_2$), $a = e^{-\beta(E_1-E_0-\mu)}$, $b = e^{-\beta U/2}$ and $x = \beta(\mu-\mu^*)$. Then $ab = e^{-\beta(\mu^*-\mu)} = e^{x}$, because $E_1-E_0+U/2 = \mu^*$. Hence $ab\,e^{-x} = 1 = w_0$ and $ab\,e^{x} = e^{2x} = w_2$, which gives
$$Z = a\,(g + 2b\cosh x),\qquad P_1 = \frac{g}{g+2b\cosh x}.$$
Since $\cosh 0 = 1$ and $\cosh x>1$ otherwise, and $x = 0$ means $\mu=\mu^*$ when $\beta>0$, the maximum over $\mu$ is
$$P^* = \frac{g}{g+2e^{-\beta U/2}},$$
attained at $\mu^*$ alone. Your example has $U=-2$, $g=2$, $\mu^*=0$ and $P^* = 1/(1+e^{\beta})$.

Removing $g$ from the denominator gives $0<P^*<(g/2)\,e^{\beta U/2}$, so $P^*\to 0$ as $\beta\to\infty$ when $U<0$, and $0\le P_1\le P^*$ carries this over to $P_1$ along any curve $\mu(\beta)$. For $U\ge 0$ and $\beta\ge 0$ one has $b\le 1$, so $P^*\ge g/(g+2)>0$ and the limit cannot be zero. For $U>0$, $b\to 0$ and $P^*\to 1$.

In Lean 4 with Mathlib:

```lean
import Mathlib

open Real Filter Topology

namespace NegativeUCenter

noncomputable section

/-- A defect with energies `E0`, `E1`, `E2` of the states holding zero, one and two electrons,
and degeneracy `g` of the singly occupied state. -/
structure Defect where
  E0 : ℝ
  E1 : ℝ
  E2 : ℝ
  g : ℝ

/-- The effective correlation energy `U = E0 + E2 - 2 E1`. -/
def corrU (c : Defect) : ℝ := c.E0 + c.E2 - 2 * c.E1

/-- The two-electron level `(E2 - E0) / 2`. -/
def pairLevel (c : Defect) : ℝ := (c.E2 - c.E0) / 2

/-- Boltzmann weight of single occupancy relative to the empty state. -/
def weightOne (c : Defect) (β μ : ℝ) : ℝ := c.g * exp (-(β * (c.E1 - c.E0 - μ)))

/-- Boltzmann weight of double occupancy relative to the empty state. -/
def weightTwo (c : Defect) (β μ : ℝ) : ℝ := exp (-(β * (c.E2 - c.E0 - 2 * μ)))

/-- Grand partition function: the sum of the three weights, the empty state having weight one. -/
def partition (c : Defect) (β μ : ℝ) : ℝ := 1 + weightOne c β μ + weightTwo c β μ

/-- Probability that the defect holds exactly one electron. -/
def singleProb (c : Defect) (β μ : ℝ) : ℝ := weightOne c β μ / partition c β μ

/-- The value `g / (g + 2 exp(-β U / 2))`. -/
def peak (c : Defect) (β : ℝ) : ℝ := c.g / (c.g + 2 * exp (-(β * corrU c / 2)))

/-- The partition function equals `exp(-β (E1 - E0 - μ))` times
`g + 2 exp(-β U / 2) cosh(β (μ - (E2 - E0) / 2))`. -/
theorem partition_factor (c : Defect) (β μ : ℝ) :
    partition c β μ = exp (-(β * (c.E1 - c.E0 - μ))) *
      (c.g + 2 * exp (-(β * corrU c / 2)) * cosh (β * (μ - pairLevel c))) := by
  -- the empty and doubly occupied weights are the two exponentials in the cosh
  have h0 : exp (-(β * (c.E1 - c.E0 - μ))) * exp (-(β * corrU c / 2)) *
      exp (-(β * (μ - pairLevel c))) = 1 := by
    rw [← Real.exp_add, ← Real.exp_add, Real.exp_eq_one_iff]
    unfold corrU pairLevel
    ring
  have h2 : exp (-(β * (c.E1 - c.E0 - μ))) * exp (-(β * corrU c / 2)) *
      exp (β * (μ - pairLevel c)) = exp (-(β * (c.E2 - c.E0 - 2 * μ))) := by
    rw [← Real.exp_add, ← Real.exp_add]
    congr 1
    unfold corrU pairLevel
    ring
  unfold partition weightOne weightTwo
  rw [Real.cosh_eq]
  linear_combination (-1 : ℝ) * h0 - h2

/-- For `g > 0` the partition function is positive and the single-occupancy probability is
`g / (g + 2 exp(-β U / 2) cosh(β (μ - (E2 - E0) / 2)))`. -/
theorem singleProb_eq_cosh (c : Defect) (hg : 0 < c.g) (β μ : ℝ) :
    0 < partition c β μ ∧ singleProb c β μ =
      c.g / (c.g + 2 * exp (-(β * corrU c / 2)) * cosh (β * (μ - pairLevel c))) := by
  constructor
  · unfold partition weightOne weightTwo
    positivity
  · unfold singleProb
    rw [partition_factor, weightOne, mul_comm c.g]
    exact mul_div_mul_left _ _ (Real.exp_pos _).ne'

/-- For `g, β > 0`, away from the two-electron level the single-occupancy probability lies
strictly below `g / (g + 2 exp(-β U / 2))`. -/
theorem singleProb_lt_peak (c : Defect) (hg : 0 < c.g) {β μ : ℝ} (hβ : 0 < β)
    (hμ : μ ≠ pairLevel c) : singleProb c β μ < peak c β := by
  rw [(singleProb_eq_cosh c hg β μ).2, peak]
  have ha := Real.exp_pos (-(β * corrU c / 2))
  -- cosh exceeds one at every nonzero argument
  have hc : 1 < cosh (β * (μ - pairLevel c)) :=
    Real.one_lt_cosh.2 (mul_ne_zero hβ.ne' (sub_ne_zero.2 hμ))
  apply div_lt_div_of_pos_left hg (by positivity)
  nlinarith [mul_pos ha (sub_pos.2 hc)]

/-- For `g > 0` the value `g / (g + 2 exp(-β U / 2))` is positive and below
`(g / 2) exp(β U / 2)`. -/
theorem peak_bounds (c : Defect) (hg : 0 < c.g) (β : ℝ) :
    0 < peak c β ∧ peak c β < c.g / 2 * exp (β * corrU c / 2) := by
  unfold peak
  refine ⟨by positivity, ?_⟩
  have h1 : exp (β * corrU c / 2) * exp (-(β * corrU c / 2)) = 1 := by
    rw [← Real.exp_add, add_neg_cancel, Real.exp_zero]
  have h2 : 0 < c.g * c.g * exp (β * corrU c / 2) := by positivity
  have h3 : c.g * (exp (β * corrU c / 2) * exp (-(β * corrU c / 2))) = c.g := by
    rw [h1, mul_one]
  rw [div_lt_iff₀ (by positivity)]
  nlinarith

/-- For `g > 0` the value `g / (g + 2 exp(-β U / 2))` tends to zero as `β` grows exactly when
`U < 0`. -/
theorem peak_tendsto_zero_iff (c : Defect) (hg : 0 < c.g) :
    Tendsto (peak c) atTop (𝓝 0) ↔ corrU c < 0 := by
  constructor
  · intro h
    by_contra hU
    have hU' : 0 ≤ corrU c := not_lt.1 hU
    -- for U ≥ 0 and β ≥ 0 the value is at least g / (g + 2)
    have hlow : ∀ᶠ β in atTop, c.g / (c.g + 2) ≤ peak c β := by
      filter_upwards [eventually_ge_atTop (0 : ℝ)] with β hβ
      have hβU : 0 ≤ β * corrU c := mul_nonneg hβ hU'
      have he : exp (-(β * corrU c / 2)) ≤ 1 := Real.exp_le_one_iff.2 (by linarith)
      unfold peak
      apply div_le_div_of_nonneg_left hg.le (by positivity)
      linarith
    have h0 : c.g / (c.g + 2) ≤ 0 := ge_of_tendsto h hlow
    have hpos : 0 < c.g / (c.g + 2) := by positivity
    linarith
  · intro hU
    -- squeeze below the decaying exponential
    have hlin : Tendsto (fun β : ℝ => β * (-corrU c / 2)) atTop atTop :=
      tendsto_id.atTop_mul_const (by linarith)
    have he : Tendsto (fun β : ℝ => exp (β * corrU c / 2)) atTop (𝓝 0) := by
      refine (Real.tendsto_exp_neg_atTop_nhds_zero.comp hlin).congr (fun β => ?_)
      simp only [Function.comp]
      congr 1
      ring
    have hb := he.const_mul (c.g / 2)
    rw [mul_zero] at hb
    exact squeeze_zero (fun β => (peak_bounds c hg β).1.le)
      (fun β => (peak_bounds c hg β).2.le) hb

/-- For `g > 0` and every `β > 0` the maximum over `μ` of the single-occupancy probability is
`g / (g + 2 exp(-β U / 2))`, attained only at `μ = (E2 - E0) / 2`; for `U < 0` this maximum
tends to zero as `β` grows. -/
theorem single_occupancy_maximum (c : Defect) (hg : 0 < c.g) :
    (∀ β, 0 < β → IsGreatest (Set.range (singleProb c β)) (peak c β) ∧
      ∀ μ, singleProb c β μ = peak c β ↔ μ = pairLevel c) ∧
    (corrU c < 0 → Tendsto (peak c) atTop (𝓝 0)) := by
  refine ⟨fun β hβ => ?_, (peak_tendsto_zero_iff c hg).2⟩
  have hmid : singleProb c β (pairLevel c) = peak c β := by
    rw [(singleProb_eq_cosh c hg β _).2, sub_self, mul_zero, Real.cosh_zero, mul_one, peak]
  refine ⟨⟨⟨_, hmid⟩, ?_⟩, fun μ => ⟨fun h => ?_, fun h => by rw [h, hmid]⟩⟩
  · rintro _ ⟨μ, rfl⟩
    by_cases hμ : μ = pairLevel c
    · rw [hμ, hmid]
    · exact (singleProb_lt_peak c hg hβ hμ).le
  · by_contra hμ
    exact (singleProb_lt_peak c hg hβ hμ).ne h

/-- For `g > 0` and `U < 0` the single-occupancy probability tends to zero as `β` grows, for
every temperature-dependent chemical potential `μ(β)`. -/
theorem singleProb_tendsto_zero (c : Defect) (hg : 0 < c.g) (hU : corrU c < 0) (μ : ℝ → ℝ) :
    Tendsto (fun β => singleProb c β (μ β)) atTop (𝓝 0) := by
  obtain ⟨hmax, hlim⟩ := single_occupancy_maximum c hg
  refine squeeze_zero' (Eventually.of_forall fun β => ?_) ?_ (hlim hU)
  · unfold singleProb partition weightOne weightTwo
    positivity
  · filter_upwards [eventually_gt_atTop (0 : ℝ)] with β hβ
    exact (hmax β hβ).1.2 ⟨μ β, rfl⟩

/-- For `g > 0` and `U > 0` the value `g / (g + 2 exp(-β U / 2))` tends to one as `β` grows. -/
theorem peak_tendsto_one (c : Defect) (hg : 0 < c.g) (hU : 0 < corrU c) :
    Tendsto (peak c) atTop (𝓝 1) := by
  have hlin : Tendsto (fun β : ℝ => β * (corrU c / 2)) atTop atTop :=
    tendsto_id.atTop_mul_const (by linarith)
  have he : Tendsto (fun β : ℝ => exp (-(β * corrU c / 2))) atTop (𝓝 0) := by
    refine (Real.tendsto_exp_neg_atTop_nhds_zero.comp hlin).congr (fun β => ?_)
    simp only [Function.comp]
    congr 1
    ring
  have hden := (he.const_mul 2).const_add c.g
  rw [mul_zero, add_zero] at hden
  have h := (tendsto_const_nhds (x := c.g)).div hden hg.ne'
  rw [div_self hg.ne'] at h
  exact h

end

end NegativeUCenter
```

```lean
#print axioms NegativeUCenter.singleProb_lt_peak
-- 'NegativeUCenter.singleProb_lt_peak' depends on axioms: [propext, Classical.choice, Quot.sound]
#print axioms NegativeUCenter.singleProb_tendsto_zero
-- 'NegativeUCenter.singleProb_tendsto_zero' depends on axioms: [propext, Classical.choice, Quot.sound]
#print axioms NegativeUCenter.peak_tendsto_one
-- 'NegativeUCenter.peak_tendsto_one' depends on axioms: [propext, Classical.choice, Quot.sound]
```

### What the theorems state

A `Defect` is four real numbers `E0`, `E1`, `E2`, `g`. The functions `corrU`, `pairLevel`, `partition`, `singleProb` and `peak` are $U$, $\mu^*$, $Z$, $P_1$ and $P^*$, while `weightOne` and `weightTwo` are $w_1$ and $w_2$. The hypothesis `hg : 0 < c.g` admits any positive real degeneracy and makes $Z$ positive; the empty and doubly occupied states are nondegenerate.

In `single_occupancy_maximum`, `IsGreatest (Set.range (singleProb c β)) (peak c β)` says that $P^*$ is a value of $P_1$ at some real $\mu$ and that no value exceeds it. The equivalence `singleProb c β μ = peak c β ↔ μ = pairLevel c` locates the maximum uniquely; it rests on `0 < β`, since at $\beta=0$ the probability does not depend on $\mu$. The last clause, `Tendsto (peak c) atTop (𝓝 0)` under `corrU c < 0`, is the limit $\beta\to\infty$. The theorem `peak_tendsto_zero_iff` makes this an equivalence, `peak_tendsto_one` treats $U>0$, and `singleProb_tendsto_zero` takes an arbitrary function `μ : ℝ → ℝ`, with no continuity required.

The sign of $U$ is assumed. Negative $U$ stands for an effective attraction, as when lattice relaxation lowers the energy of the second capture more than that of the first, by an amount that exceeds the Coulomb repulsion; no lattice coordinate appears, only the three energies. They and $g$ are independent of temperature, the defect does not interact with other defects and is in equilibrium with a reservoir of heat and electrons, and $\mu$ is a free parameter that no charge-neutrality condition fixes. In an electronic-structure calculation of charge states, $U$ is the second transition level $E_2-E_1$ minus the first $E_1-E_0$ and $\mu^*$ is their mean, so within this three-state, single-defect model an inverted order of the levels leaves the intermediate charge state unpopulated in the low-temperature limit, wherever the Fermi level lies.

### How the proofs follow the algebra

In `partition_factor`, `h0` and `h2` are $ab\,e^{-x}=w_0$ and $ab\,e^{x}=w_2$, each obtained by adding exponents; `Real.cosh_eq` expands the hyperbolic cosine and `linear_combination` assembles $Z$. Then `singleProb_eq_cosh` cancels $a$ with `mul_div_mul_left`. The strict inequality `singleProb_lt_peak` uses `Real.one_lt_cosh` at $x\ne 0$ and compares denominators through $b(\cosh x-1)>0$. The main theorem evaluates $P_1(\mu^*)=P^*$ in `hmid`; this and the strict inequality give the upper bound and uniqueness.

The lemma `peak_bounds` clears the denominator, leaving $g< \tfrac{1}{2}g^2e^{\beta U/2}+g$. In `peak_tendsto_zero_iff`, the forward direction argues by contradiction: `hlow` is the bound $g/(g+2)\le P^*$, which `ge_of_tendsto` passes to the supposed limit zero. The backward direction applies `squeeze_zero` under the decaying exponential. A second squeeze, between $0$ and $P^*$ for $\beta>0$, proves `singleProb_tendsto_zero`, and `peak_tendsto_one` lets the denominator tend to $g$ and divides the limits.
